# The mixed energy bounds the ground energy from above when the propagator is positive semidefinite and commutes with the Hamiltonian

When a projector Monte Carlo run reports a mixed energy, with the trial state on one side and the state projected from it on the other, the number is often read as an upper bound on the ground energy. For finite real matrices, and apart from sampling error, this reading is right if the propagator is positive semidefinite, commutes with the Hamiltonian and has a positive expectation value in the trial state.

```lean
import Mathlib

open Matrix

namespace VariationalMixedEnergy

variable {n : Type*} [Fintype n] [DecidableEq n]

/-- A real matrix is positive semidefinite: it is symmetric and all its expectation values are
nonnegative. -/
def IsNonneg (A : Matrix n n ℝ) : Prop :=
  A.IsSymm ∧ ∀ x : n → ℝ, 0 ≤ x ⬝ᵥ A *ᵥ x

/-- `E` is the ground energy of `H`: the smallest of its eigenvalues. -/
def IsGroundEnergy (H : Matrix n n ℝ) (E : ℝ) : Prop :=
  IsLeast {e : ℝ | ∃ v : n → ℝ, v ≠ 0 ∧ H *ᵥ v = e • v} E

/-- The Rayleigh quotient `⟨x, H x⟩ / ⟨x, x⟩`, for nonzero `x`. -/
noncomputable def rayleigh (H : Matrix n n ℝ) (x : n → ℝ) : ℝ :=
  (x ⬝ᵥ H *ᵥ x) / (x ⬝ᵥ x)

/-- The mixed energy `⟨ψ, H G ψ⟩ / ⟨ψ, G ψ⟩` of the trial state `ψ` and the projected state
`G ψ`, for nonzero overlap `⟨ψ, G ψ⟩`. -/
noncomputable def mixedEnergy (H G : Matrix n n ℝ) (ψ : n → ℝ) : ℝ :=
  (ψ ⬝ᵥ H *ᵥ (G *ᵥ ψ)) / (ψ ⬝ᵥ G *ᵥ ψ)

/-- A real symmetric matrix is diagonalised by an orthogonal matrix whose columns are normalised
eigenvectors. -/
theorem exists_diagonalization {A : Matrix n n ℝ} (hA : A.IsSymm) :
    ∃ (U : Matrix n n ℝ) (d : n → ℝ), Uᵀ * U = 1 ∧ A = U * diagonal d * Uᵀ ∧
      ∀ i, Uᵀ i ⬝ᵥ Uᵀ i = 1 ∧ A *ᵥ Uᵀ i = d i • Uᵀ i := by
  have h : A.IsHermitian := by
    rw [Matrix.IsHermitian, conjTranspose_eq_transpose_of_trivial]
    exact hA
  let U : Matrix n n ℝ := h.eigenvectorUnitary
  have hU : Uᵀ * U = 1 := by
    have h1 := Matrix.mem_unitaryGroup_iff'.mp h.eigenvectorUnitary.2
    rwa [star_eq_conjTranspose, conjTranspose_eq_transpose_of_trivial] at h1
  have hcol : ∀ i, A *ᵥ Uᵀ i = h.eigenvalues i • Uᵀ i := fun i =>
    h.mulVec_eigenvectorBasis i
  have hAU : A * U = U * diagonal h.eigenvalues := by
    ext i j
    rw [mul_diagonal]
    exact (congrFun (hcol j) i).trans (mul_comm (h.eigenvalues j) (U i j))
  refine ⟨U, h.eigenvalues, hU, ?_, fun i => ⟨?_, hcol i⟩⟩
  · rw [← hAU, mul_assoc, mul_eq_one_comm.mp hU, mul_one]
  · exact (congrFun (congrFun hU i) i).trans (Matrix.one_apply_eq i)

/-- In the coordinates `Uᵀ x`, the quadratic form of `U diag(d) Uᵀ` is a weighted sum of
squares. -/
theorem quadratic_form (U : Matrix n n ℝ) (d x : n → ℝ) :
    x ⬝ᵥ (U * diagonal d * Uᵀ) *ᵥ x = ∑ i, d i * (Uᵀ *ᵥ x) i ^ 2 := by
  rw [← mulVec_mulVec, ← mulVec_mulVec, dotProduct_mulVec, ← mulVec_transpose]
  simp only [dotProduct, mulVec_diagonal]
  exact Finset.sum_congr rfl fun i _ => by ring

/-- Every positive semidefinite matrix has a positive semidefinite square root. -/
theorem exists_sqrt {G : Matrix n n ℝ} (hG : IsNonneg G) :
    ∃ S, IsNonneg S ∧ S * S = G := by
  obtain ⟨U, d, hU, hGd, hv⟩ := exists_diagonalization hG.1
  have hd : ∀ i, 0 ≤ d i := fun i => by
    have h := hG.2 (Uᵀ i)
    rwa [(hv i).2, dotProduct_smul, (hv i).1, smul_eq_mul, mul_one] at h
  -- take the square root of each eigenvalue
  refine ⟨U * diagonal (fun i => √(d i)) * Uᵀ, ⟨?_, fun x => ?_⟩, ?_⟩
  · simp [Matrix.IsSymm, transpose_mul, mul_assoc]
  · rw [quadratic_form]
    exact Finset.sum_nonneg fun i _ => mul_nonneg (Real.sqrt_nonneg _) (sq_nonneg _)
  · have hD : diagonal (fun i => √(d i)) * diagonal (fun i => √(d i)) = diagonal d := by
      rw [diagonal_mul_diagonal]
      exact congrArg diagonal (funext fun i => Real.mul_self_sqrt (hd i))
    generalize diagonal (fun i => √(d i)) = D at hD ⊢
    calc U * D * Uᵀ * (U * D * Uᵀ) = U * D * (Uᵀ * U) * (D * Uᵀ) := by
          simp only [mul_assoc]
      _ = U * (D * D) * Uᵀ := by rw [hU, mul_one]; simp only [mul_assoc]
      _ = G := by rw [hD, ← hGd]

/-- A matrix that commutes with the square of a positive semidefinite matrix `S` commutes with
`S` itself. -/
theorem commute_sqrt {H S : Matrix n n ℝ} (hS : IsNonneg S)
    (hc : H * (S * S) = S * S * H) : H * S = S * H := by
  obtain ⟨U, d, hU, hSd, hv⟩ := exists_diagonalization hS.1
  have hU' : U * Uᵀ = 1 := mul_eq_one_comm.mp hU
  have hd : ∀ i, 0 ≤ d i := fun i => by
    have h := hS.2 (Uᵀ i)
    rwa [(hv i).2, dotProduct_smul, (hv i).1, smul_eq_mul, mul_one] at h
  have hSU : S * U = U * diagonal d := by rw [hSd, mul_assoc, hU, mul_one]
  have hUS : Uᵀ * S = diagonal d * Uᵀ := by
    rw [hSd, ← mul_assoc, ← mul_assoc, hU, one_mul]
  have e : S * S * U = U * diagonal d * diagonal d := by
    rw [mul_assoc, hSU, ← mul_assoc, hSU]
  have e' : Uᵀ * (S * S) = diagonal d * (diagonal d * Uᵀ) := by
    rw [← mul_assoc, hUS, mul_assoc, hUS]
  -- `K` is `H` written in the eigenbasis of `S`
  obtain ⟨K, hK⟩ : ∃ K, K = Uᵀ * H * U := ⟨_, rfl⟩
  have hKD2 : K * diagonal d * diagonal d = diagonal d * (diagonal d * K) := by
    rw [hK]
    calc Uᵀ * H * U * diagonal d * diagonal d
        = Uᵀ * H * (U * diagonal d * diagonal d) := by simp only [mul_assoc]
      _ = Uᵀ * (H * (S * S)) * U := by rw [← e]; simp only [mul_assoc]
      _ = Uᵀ * (S * S) * (H * U) := by rw [hc]; simp only [mul_assoc]
      _ = diagonal d * (diagonal d * (Uᵀ * H * U)) := by rw [e']; simp only [mul_assoc]
  have hKD : K * diagonal d = diagonal d * K := by
    ext i j
    have h := congrFun (congrFun hKD2 i) j
    simp only [mul_diagonal, diagonal_mul] at h ⊢
    have h' : (K i j * d j - d i * K i j) * (d i + d j) = 0 := by linear_combination h
    rcases mul_eq_zero.mp h' with h0 | h0
    · linarith
    · have hi : d i = 0 := by linarith [hd i, hd j]
      have hj : d j = 0 := by linarith [hd i, hd j]
      simp [hi, hj]
  calc H * S = U * Uᵀ * (H * (S * (U * Uᵀ))) := by rw [hU', one_mul, mul_one]
    _ = U * Uᵀ * (H * (S * U * Uᵀ)) := by simp only [mul_assoc]
    _ = U * (K * diagonal d) * Uᵀ := by rw [hSU, hK]; simp only [mul_assoc]
    _ = U * diagonal d * Uᵀ * H * (U * Uᵀ) := by rw [hKD, hK]; simp only [mul_assoc]
    _ = S * H := by rw [hU', mul_one, ← hSd]

omit [DecidableEq n] in
/-- A symmetric matrix can be moved from one side of the scalar product to the other. -/
theorem symm_move {S : Matrix n n ℝ} (hS : S.IsSymm) (x y : n → ℝ) :
    x ⬝ᵥ S *ᵥ y = (S *ᵥ x) ⬝ᵥ y := by
  rw [dotProduct_mulVec, ← mulVec_transpose, hS.eq]

/-- If `H` commutes with `S²`, `S` is positive semidefinite and `⟨ψ, S² ψ⟩ > 0`, then `S ψ` is
nonzero and the mixed energy with projector `S²` is the Rayleigh quotient of `H` at `S ψ`. -/
theorem mixedEnergy_eq_rayleigh {H S : Matrix n n ℝ} {ψ : n → ℝ} (hS : IsNonneg S)
    (hc : H * (S * S) = S * S * H) (hψ : 0 < ψ ⬝ᵥ (S * S) *ᵥ ψ) :
    S *ᵥ ψ ≠ 0 ∧ mixedEnergy H (S * S) ψ = rayleigh H (S *ᵥ ψ) := by
  have e : H * (S * S) = S * (H * S) := by
    rw [hc, mul_assoc, commute_sqrt hS hc]
  have h1 : ψ ⬝ᵥ (S * S) *ᵥ ψ = (S *ᵥ ψ) ⬝ᵥ (S *ᵥ ψ) := by
    rw [← mulVec_mulVec, symm_move hS.1]
  refine ⟨fun h0 => ?_, ?_⟩
  · rw [h1, h0, dotProduct_zero] at hψ
    exact lt_irrefl _ hψ
  · rw [mixedEnergy, rayleigh, h1, mulVec_mulVec, e, ← mulVec_mulVec, ← mulVec_mulVec,
      symm_move hS.1]

/-- For a symmetric `H` with ground energy `E`, the shifted Hamiltonian `H - E` is positive
semidefinite. -/
theorem shifted_nonneg {H : Matrix n n ℝ} {E : ℝ} (hH : H.IsSymm)
    (hE : IsGroundEnergy H E) : IsNonneg (H - E • (1 : Matrix n n ℝ)) := by
  obtain ⟨U, d, hU, hHd, hv⟩ := exists_diagonalization hH
  have hd : ∀ i, E ≤ d i := fun i => hE.2 ⟨Uᵀ i, fun h0 => by
    have h := (hv i).1
    rw [h0, dotProduct_zero] at h
    exact zero_ne_one h, (hv i).2⟩
  have hs : H - E • (1 : Matrix n n ℝ) = U * diagonal (fun i => d i - E) * Uᵀ := by
    have hD : diagonal (fun i => d i - E) = diagonal d - E • (1 : Matrix n n ℝ) := by
      ext i j
      by_cases hij : i = j
      · subst hij; simp
      · simp [hij]
    rw [hD, mul_sub, sub_mul, ← hHd, Matrix.mul_smul, mul_one, Matrix.smul_mul,
      mul_eq_one_comm.mp hU]
  refine ⟨?_, fun x => ?_⟩
  · rw [Matrix.IsSymm, transpose_sub, transpose_smul, transpose_one, hH.eq]
  · rw [hs, quadratic_form]
    exact Finset.sum_nonneg fun i _ => mul_nonneg (sub_nonneg.mpr (hd i)) (sq_nonneg _)

/-- Let `H` be symmetric with ground energy `E`, and let `G` be positive semidefinite, commute
with `H` and satisfy `⟨ψ, G ψ⟩ > 0`. Then the mixed energy is the Rayleigh quotient of `H` at
`S ψ ≠ 0`, with `S` a positive semidefinite square root of `G`, and is at least `E`. -/
theorem mixedEnergy_variational {H G : Matrix n n ℝ} {E : ℝ} {ψ : n → ℝ} (hH : H.IsSymm)
    (hE : IsGroundEnergy H E) (hG : IsNonneg G) (hc : H * G = G * H)
    (hψ : 0 < ψ ⬝ᵥ G *ᵥ ψ) :
    (∃ S, IsNonneg S ∧ S * S = G ∧ S *ᵥ ψ ≠ 0 ∧
      mixedEnergy H G ψ = rayleigh H (S *ᵥ ψ)) ∧ E ≤ mixedEnergy H G ψ := by
  obtain ⟨S, hS, rfl⟩ := exists_sqrt hG
  obtain ⟨h0, hR⟩ := mixedEnergy_eq_rayleigh hS hc hψ
  refine ⟨⟨S, hS, rfl, h0, hR⟩, ?_⟩
  have hpos : 0 < (S *ᵥ ψ) ⬝ᵥ (S *ᵥ ψ) := by
    rwa [← mulVec_mulVec, symm_move hS.1] at hψ
  have h := (shifted_nonneg hH hE).2 (S *ᵥ ψ)
  rw [sub_mulVec, smul_mulVec, one_mulVec, dotProduct_sub, dotProduct_smul,
    smul_eq_mul] at h
  rw [hR, rayleigh, le_div_iff₀ hpos]
  linarith

/-- Let `H` be symmetric with ground energy `E`, and let `G` be positive semidefinite, commute with
`H` and satisfy `⟨ψ, G ψ⟩ > 0`. Then the mixed energy equals `E` exactly when the projected state
satisfies `H (G ψ) = E G ψ`. -/
theorem mixedEnergy_eq_ground_iff {H G : Matrix n n ℝ} {E : ℝ} {ψ : n → ℝ} (hH : H.IsSymm)
    (hE : IsGroundEnergy H E) (hG : IsNonneg G) (hc : H * G = G * H)
    (hψ : 0 < ψ ⬝ᵥ G *ᵥ ψ) :
    mixedEnergy H G ψ = E ↔ H *ᵥ (G *ᵥ ψ) = E • (G *ᵥ ψ) := by
  constructor
  · intro h
    obtain ⟨S, hS, rfl⟩ := exists_sqrt hG
    obtain ⟨h0, hR⟩ := mixedEnergy_eq_rayleigh hS hc hψ
    have hne : (S *ᵥ ψ) ⬝ᵥ (S *ᵥ ψ) ≠ 0 := fun hz => h0 (dotProduct_self_eq_zero.mp hz)
    rw [hR, rayleigh, div_eq_iff hne] at h
    -- the expectation value of `H - E = T²` vanishes at `S ψ`, hence `T S ψ = 0`
    obtain ⟨T, hT, hTT⟩ := exists_sqrt (shifted_nonneg hH hE)
    have hq : (S *ᵥ ψ) ⬝ᵥ (T * T) *ᵥ (S *ᵥ ψ) = 0 := by
      rw [hTT, sub_mulVec, smul_mulVec, one_mulVec, dotProduct_sub, dotProduct_smul,
        smul_eq_mul, h, sub_self]
    rw [← mulVec_mulVec, symm_move hT.1] at hq
    have hz : (T * T) *ᵥ (S *ᵥ ψ) = 0 := by
      rw [← mulVec_mulVec, dotProduct_self_eq_zero.mp hq, mulVec_zero]
    rw [hTT, sub_mulVec, smul_mulVec, one_mulVec, sub_eq_zero] at hz
    have e : H * (S * S) = S * (H * S) := by
      rw [hc, mul_assoc, commute_sqrt hS hc]
    rw [mulVec_mulVec, e, ← mulVec_mulVec, ← mulVec_mulVec, hz, mulVec_smul, mulVec_mulVec]
  · intro h
    rw [mixedEnergy, h, dotProduct_smul, smul_eq_mul, mul_div_assoc, div_self hψ.ne', mul_one]

/-- The two-level matrices `H = (0 1; 1 0)` and `G = (2 1; 1 2)`, with `E = -1` and
`ψ = (1, 0)`, meet all hypotheses of the variational theorem. -/
theorem mixedEnergy_variational_witness :
    (!![0, 1; 1, 0] : Matrix (Fin 2) (Fin 2) ℝ).IsSymm ∧
    IsGroundEnergy (!![0, 1; 1, 0] : Matrix (Fin 2) (Fin 2) ℝ) (-1) ∧
    IsNonneg (!![2, 1; 1, 2] : Matrix (Fin 2) (Fin 2) ℝ) ∧
    (!![0, 1; 1, 0] * !![2, 1; 1, 2] : Matrix (Fin 2) (Fin 2) ℝ)
      = !![2, 1; 1, 2] * !![0, 1; 1, 0] ∧
    0 < (![1, 0] : Fin 2 → ℝ) ⬝ᵥ !![2, 1; 1, 2] *ᵥ ![1, 0] := by
  refine ⟨?_, ⟨⟨![1, -1], ?_, ?_⟩, ?_⟩, ⟨?_, fun x => ?_⟩, ?_, ?_⟩
  · unfold Matrix.IsSymm
    ext i j
    fin_cases i <;> fin_cases j <;> rfl
  · intro h
    have h0 := congrFun h 0
    simp at h0
  · ext i
    fin_cases i <;> simp [Matrix.mulVec, dotProduct, Fin.sum_univ_two]
  · rintro e ⟨v, hv, h⟩
    have h0 : v 1 = e * v 0 := by
      simpa [Matrix.mulVec, dotProduct, Fin.sum_univ_two] using congrFun h 0
    have h1 : v 0 = e * v 1 := by
      simpa [Matrix.mulVec, dotProduct, Fin.sum_univ_two] using congrFun h 1
    by_contra hlt
    have hlt' : e < -1 := not_le.mp hlt
    have hm : (e ^ 2 - 1) * v 0 = 0 := by linear_combination -h1 - e * h0
    have hne : e ^ 2 - 1 ≠ 0 := by nlinarith
    have hv0 : v 0 = 0 := (mul_eq_zero.mp hm).resolve_left hne
    have hv1 : v 1 = 0 := by rw [h0, hv0, mul_zero]
    apply hv
    ext i
    fin_cases i
    · exact hv0
    · exact hv1
  · unfold Matrix.IsSymm
    ext i j
    fin_cases i <;> fin_cases j <;> rfl
  · simp only [Matrix.mulVec, dotProduct, Fin.sum_univ_two, Matrix.of_apply,
      Matrix.cons_val_zero, Matrix.cons_val_one]
    nlinarith [sq_nonneg (x 0 + x 1), sq_nonneg (x 0), sq_nonneg (x 1)]
  · rw [Matrix.mul_fin_two, Matrix.mul_fin_two]
    norm_num
  · simp [Matrix.mulVec, dotProduct, Fin.sum_univ_two]

end VariationalMixedEnergy
```

```lean
#print axioms VariationalMixedEnergy.mixedEnergy_variational
-- 'VariationalMixedEnergy.mixedEnergy_variational' depends on axioms: [propext, Classical.choice, Quot.sound]
#print axioms VariationalMixedEnergy.mixedEnergy_eq_ground_iff
-- 'VariationalMixedEnergy.mixedEnergy_eq_ground_iff' depends on axioms: [propext, Classical.choice, Quot.sound]
```

## A mixed energy that is also an ordinary expectation value

Let \(H\) be the Hamiltonian, \(G\) the propagator and \(\psi\) the trial state. The mixed energy is

\[
E_{\mathrm{mix}}=\frac{\langle\psi,HG\psi\rangle}{\langle\psi,G\psi\rangle}.
\]

Two different states appear in it, so the usual variational argument doesn't apply directly. `mixedEnergy_variational` states that \(G\) has a positive semidefinite square root \(S\) with \(S\psi\neq0\), that \(E_{\mathrm{mix}}\) is the Rayleigh quotient of \(H\) at \(S\psi\), and that \(E_{\mathrm{mix}}\ge E\), where \(E\) is the ground energy. `mixedEnergy_eq_ground_iff` adds that equality holds exactly when \(HG\psi=E\,G\psi\).

In Lean, operators are real matrices over a finite index type `n`, and states are real vectors `n → ℝ`, which need not be normalised. The product `⬝ᵥ` is the scalar product, and `*ᵥ` applies a matrix to a vector. `IsGroundEnergy H E` says that `E` is the least eigenvalue, each eigenvalue having a nonzero eigenvector. `IsNonneg` means symmetric with nonnegative expectation values; it does not fix the signs of the off-diagonal matrix elements, which matter for the sign problem. Complex Hamiltonians and infinite-dimensional spaces are left out.

## Imaginary time, split in half

The standard example is \(G=e^{-\tau(H-E_T)}\), with imaginary time \(\tau\ge0\) and energy offset \(E_T\). It is a function of \(H\), so it commutes with \(H\), and its eigenvalues are positive. Its square root is propagation over \(\tau/2\), so the mixed energy at time \(\tau\) is the ordinary energy of the state propagated for half that time. At \(\tau=0\) it is the variational energy of \(\psi\) itself. Although \(G\) is often called a projector, \(G^2=G\) is not required.

The condition \(\langle\psi,G\psi\rangle>0\) says that the propagator does not annihilate the trial state. Commutation says that propagation does not mix eigenspaces of \(H\) with different energies; a Trotter-split propagator generally violates it.

Positivity can fail for the linear propagator \(1-\tau H\) when the time step is too long. Take \(H=\mathrm{diag}(0,1)\), \(\tau=3/2\) and \(\psi=(1,1)\). Then \(G=\mathrm{diag}(1,-1/2)\), the overlap is \(1/2\), and the mixed energy is \(-1\), below the ground energy \(0\). Symmetry, commutation and positive overlap are therefore not enough by themselves.

The projection must also start from the trial state itself, since the same \(\psi\) stands on both sides of the mixed energy. With the same \(H\), the identity as propagator, the trial state \((1,1)\) and the different starting state \((2,-1)\), the overlap is \(1\) and the mixed energy is again \(-1\).

A simulation estimates the two scalar products by averages over finitely many walkers, often with a propagator that is itself approximate. Even with an exact propagator, such an estimate fluctuates and can fall below \(E\).

## Moving half of the propagator to the other side

**The square root.** Write \(G=U\,\mathrm{diag}(d)\,U^{T}\), where the columns \(u_i\) of \(U\) are orthonormal eigenvectors. Then \(d_i=\langle u_i,Gu_i\rangle\ge0\), and \(S=U\,\mathrm{diag}(\sqrt{d_i})\,U^{T}\) is positive semidefinite with \(S^2=G\).

**Commutation with the root.** Now let \(U\) and \(d_i\ge0\) belong to \(S\), and let \(K=U^{T}HU\) be the Hamiltonian in this basis. The relation \(HS^2=S^2H\) becomes \(K_{ij}d_j^2=d_i^2K_{ij}\), or

\[
(K_{ij}d_j-d_iK_{ij})(d_i+d_j)=0.
\]

If the first factor vanishes, \(K_{ij}d_j=d_iK_{ij}\). If the second vanishes, then \(d_i=d_j=0\), because neither is negative, and the same equation holds. Hence \(HS=SH\).

**The Rayleigh quotient.** It follows that \(HG=HSS=SHS\). Set \(\varphi=S\psi\). Since \(S\) is symmetric,

\[
\langle\psi,HG\psi\rangle=\langle\varphi,H\varphi\rangle,\qquad
\langle\psi,G\psi\rangle=\langle\varphi,\varphi\rangle>0 .
\]

So \(\varphi\neq0\), and \(E_{\mathrm{mix}}=\langle\varphi,H\varphi\rangle/\langle\varphi,\varphi\rangle\).

**The bound.** Diagonalise \(H\) in the same way, with eigenvalues \(d_i\ge E\). For every \(x\),

\[
\langle x,(H-E)x\rangle=\sum_i(d_i-E)\,(U^{T}x)_i^2\ge0 .
\]

Setting \(x=\varphi\) and dividing by \(\langle\varphi,\varphi\rangle\) gives \(E_{\mathrm{mix}}\ge E\).

**Equality.** If \(E_{\mathrm{mix}}=E\), then \(\langle\varphi,(H-E)\varphi\rangle=0\). Let \(T\) be a positive semidefinite square root of \(H-E\); it is not the kinetic energy. Then \(\langle T\varphi,T\varphi\rangle=0\), so \(T\varphi=0\) and \((H-E)\varphi=T(T\varphi)=0\). Therefore \(HG\psi=SH\varphi=E\,S\varphi=E\,G\psi\). Conversely, inserting \(HG\psi=E\,G\psi\) into the mixed energy gives \(E\) at once.

## The same steps in Lean

`exists_diagonalization` turns Mathlib's spectral theorem into the form \(U\,\mathrm{diag}(d)\,U^{T}\), and `quadratic_form` supplies the weighted sum of squares. `exists_sqrt` builds the root and is applied both to \(G\) and to \(H-E\).

In `commute_sqrt`, `linear_combination` establishes the factorised equation for \(K_{ij}\), and `rcases` separates its two cases. The closing `calc` returns from the eigenbasis to the original one. `symm_move` carries \(S\) across the scalar product, and `mixedEnergy_eq_rayleigh` combines this with \(HS^2=SHS\).

`shifted_nonneg` obtains \(E\le d_i\) by applying the minimality of \(E\) to each column of \(U\). The main theorem then clears the positive denominator with `le_div_iff₀`. The equality theorem proves its two directions separately, as above.

## Two levels, with a propagator that favours the wrong state

`mixedEnergy_variational_witness` checks all the hypotheses for

\[
H=\begin{pmatrix}0&1\\1&0\end{pmatrix},\quad
G=\begin{pmatrix}2&1\\1&2\end{pmatrix},\quad
\psi=\begin{pmatrix}1\\0\end{pmatrix},\quad E=-1 .
\]

For the lower bound on the spectrum, its proof shows that an eigenvalue below \(-1\) would force both components of the eigenvector to vanish.

Here \(G\psi=(2,1)\) and \(HG\psi=(1,2)\), so the mixed energy is \(1/2\), whereas the energy of \(\psi\) itself is \(0\). This \(G\) multiplies the excited state by 3 and the ground state by 1, so it raises the energy. The bound still holds, but it does not promise that propagation improves the trial state.
